# Reweighted averages over guided walkers give a symmetric Hamiltonian's eigenvalue for any positive guide

Let $\varphi$ be a nonnegative eigenvector of a real symmetric Hamiltonian, $H\varphi=E_0\varphi$. If walkers are distributed as $g\varphi$ and I average the local energy $(H\psi)_i/\psi_i$ with a trial vector $\psi$ that differs from the guide $g$, I can get the wrong energy. Take two sites with hopping $-1$, $\varphi\propto(1,1)$, $g=(1,2)$ and $\psi=(3,1)$. The plain average is $-19/9$, although the eigenvalue is $-1$.

The remedy I know is to average $(H\psi)/g$ and $\psi/g$ separately and take the ratio, which should give $E_0$ for any positive guide, as long as $\varphi\cdot\psi\ne0$. The price is a fluctuating weight $w=\psi/g$, with $\langle w^2\rangle\ge\langle w\rangle^2$ and equality only if $w$ is constant wherever $\varphi$ is nonzero. Can this be made rigorous and machine-checked, including what it says about choosing $g$?

## Cancelling the guide and bounding the noise

Yes, on a finite configuration space. Let $H$ be real symmetric, $H\varphi=E_0\varphi$, $\varphi_i\ge0$, $g_i>0$ and $\varphi\cdot\psi\ne0$. The overlap condition forces $\varphi\ne0$, so some $\varphi_k>0$ and

$$N=\sum_i g_i\varphi_i>0 .$$

The walker probabilities are $p_i=g_i\varphi_i/N$, and $\langle f\rangle=\sum_i p_i f_i$. For any vector $f$ the guide cancels:

$$\langle f/g\rangle=\frac1N\sum_i g_i\varphi_i\frac{f_i}{g_i}=\frac{\varphi\cdot f}{N}.$$

Symmetry lets $H$ act on $\varphi$, so $\varphi\cdot H\psi=(H\varphi)\cdot\psi=E_0\,\varphi\cdot\psi$. Therefore

$$\frac{\langle (H\psi)/g\rangle}{\langle\psi/g\rangle}=\frac{\varphi\cdot H\psi}{\varphi\cdot\psi}=E_0 .$$

In the two-site example this is $(-4/3)/(4/3)=-1$.

For the fluctuations, put $m=\langle f\rangle$ and expand the square:

$$\sum_i p_i(f_i-m)^2=\langle f^2\rangle-2m\langle f\rangle+m^2=\langle f^2\rangle-\langle f\rangle^2 .$$

The left side is nonnegative. If it vanishes, every term vanishes, so $f_i=m$ wherever $\varphi_i\ne0$. Conversely, if $f$ equals a constant $c$ on that support, then $\langle f\rangle=c$ and $\langle f^2\rangle=c^2$. Setting $f=\psi/g$ gives the statement about the weights.

Now apply the inequality to $|F|/g$ for an arbitrary vector $F$, and divide by $\langle\psi/g\rangle^2=(\varphi\cdot\psi)^2/N^2$. The normalisation $N$ cancels:

$$\frac{\langle(F/g)^2\rangle}{\langle\psi/g\rangle^2}\ \ge\ \frac{\left(\sum_i\varphi_i|F_i|\right)^2}{(\varphi\cdot\psi)^2}.$$

The right side does not depend on $g$, and equality holds exactly when $|F|/g$ is constant on the support of $\varphi$. Two choices of $F$ matter:

- **$F=\psi$, with $\psi$ nowhere zero.** The guide $g=|\psi|$ makes $|\psi|/g=1$ and reaches the bound, so no positive guide gives a smaller relative second moment of the weights. In the example it lowers the relative second moment from $57/32$ to $1$.
- **$F=r=H\psi-E_0\psi$.** Here $\varphi\cdot r=E_0\,\varphi\cdot\psi-E_0\,\varphi\cdot\psi=0$, so $\langle r/g\rangle=0$, while the left side of the bound with $F=r$ is its relative noise. For many independent walkers, this relative noise divided by their number is the asymptotic variance of the energy ratio. The best guide for the weights need not be the best for the energy: in the example the residual noise is $9/8$ for $g=(1,2)$ but $4/3$ for $g=|\psi|$.

## What the Lean definitions and theorems say

The finite type `n` labels configurations, and `H : Matrix n n ℝ` is the Hamiltonian in that basis. `walkerMean g φ f` is $\langle f\rangle$. It divides by $N$ itself, so rescaling `φ` or `g` by a positive constant leaves the distribution unchanged. `relNoise g φ ψ F` is the left side of the noise bound, a relative second moment rather than a variance.

The theorem `importance_sampling` has three parts: the energy ratio, the inequality for the weights and its equality condition. That condition compares `ψ i / g i` with `ψ j / g j` for any two configurations where `φ` is nonzero. `relNoise_bound` is the guide-independent bound with its equality case; `abs_trial_guide_optimal` and `residual_noise` are the two applications.

The hypothesis `hφ` makes $g\varphi$ nonnegative, so that it can serve as a walker density. A ground state can be chosen this way when every off-diagonal element of $H$ is nonpositive, but `hφ` alone does not exclude a sign problem in the dynamics. `hE` requires only an eigenvector, so despite its name `E0` need not be the lowest eigenvalue. The condition `ho` keeps the denominator of the energy ratio nonzero.

In diffusion Monte Carlo the ratio $(\varphi\cdot H\psi)/(\varphi\cdot\psi)$ is called the mixed estimator, and the guide is usually the trial function itself. A trial function that changes sign, as for most electronic systems, is not a positive guide, so the theorems do not apply directly to fixed-node calculations. Here the basis is finite and the walker distribution is taken to be exactly $g\varphi$. The dynamics that produce this distribution, time-step and population-control errors, finite samples and continuous space are not modelled.

`importance_sampling_witness` checks that the two-site example meets the hypotheses and that its weights fluctuate; the numerical averages quoted above are worked out by hand. Its vector `![1, 1]` is unnormalised; the unit vector is $(1,1)/\sqrt2$.

```lean
import Mathlib

open Matrix

namespace ImportanceSampling

noncomputable section

variable {n : Type*} [Fintype n]

/-- Average of `f` over walkers distributed in proportion to `g φ`. -/
def walkerMean (g φ f : n → ℝ) : ℝ :=
  (∑ i, g i * φ i * f i) / ∑ i, g i * φ i

/-- Second moment of the sampled quantity `F / g`, relative to the squared mean of the
weight `ψ / g`. -/
def relNoise (g φ ψ F : n → ℝ) : ℝ :=
  walkerMean g φ (fun i => (F i / g i) ^ 2) / walkerMean g φ (fun i => ψ i / g i) ^ 2

/-- The residual `H ψ - E0 ψ` of a trial vector. -/
def residual (H : Matrix n n ℝ) (E0 : ℝ) (ψ : n → ℝ) : n → ℝ :=
  H *ᵥ ψ - E0 • ψ

/-- The total walker population is positive for a positive guide and a nonzero,
nonnegative `φ`. -/
theorem population_pos {g φ : n → ℝ} (hg : ∀ i, 0 < g i) (hφ : ∀ i, 0 ≤ φ i)
    (h0 : φ ≠ 0) : 0 < ∑ i, g i * φ i := by
  obtain ⟨k, hk⟩ := Function.ne_iff.mp h0
  exact Finset.sum_pos' (fun i _ => mul_nonneg (hg i).le (hφ i))
    ⟨k, Finset.mem_univ k, mul_pos (hg k) (lt_of_le_of_ne (hφ k) (Ne.symm hk))⟩

/-- Dividing the sampled quantity by the guide turns the walker average into an overlap
with `φ`, up to the total population. -/
theorem walkerMean_div {g : n → ℝ} (hg : ∀ i, 0 < g i) (φ f : n → ℝ) :
    walkerMean g φ (fun i => f i / g i) = φ ⬝ᵥ f / ∑ i, g i * φ i := by
  simp only [walkerMean, dotProduct]
  congr 1
  refine Finset.sum_congr rfl fun i _ => ?_
  have := (hg i).ne'
  field_simp

/-- The walker average of the squared deviation from the mean is the mean square minus
the squared mean. -/
theorem walkerMean_variance {g φ : n → ℝ} (hN : ∑ i, g i * φ i ≠ 0) (f : n → ℝ) :
    walkerMean g φ (fun i => (f i - walkerMean g φ f) ^ 2) =
      walkerMean g φ (fun i => f i ^ 2) - walkerMean g φ f ^ 2 := by
  obtain ⟨m, hm⟩ : ∃ m, m = walkerMean g φ f := ⟨_, rfl⟩
  have h1 : ∑ i, g i * φ i * f i = m * ∑ i, g i * φ i := by
    rw [hm, walkerMean, div_mul_cancel₀ _ hN]
  have h2 : ∑ i, g i * φ i * (f i - m) ^ 2 = ∑ i, g i * φ i * f i ^ 2
      - 2 * m * ∑ i, g i * φ i * f i + m ^ 2 * ∑ i, g i * φ i := by
    rw [Finset.mul_sum, Finset.mul_sum, ← Finset.sum_sub_distrib, ← Finset.sum_add_distrib]
    exact Finset.sum_congr rfl fun i _ => by ring
  rw [← hm]
  simp only [walkerMean]
  rw [div_eq_iff hN, sub_mul, div_mul_cancel₀ _ hN, h2, h1]
  ring

/-- The squared walker mean never exceeds the mean square, and the two agree exactly when
the sampled quantity is constant on the support of `φ`. -/
theorem sq_mean_le_mean_sq {g φ : n → ℝ} (hg : ∀ i, 0 < g i) (hφ : ∀ i, 0 ≤ φ i)
    (h0 : φ ≠ 0) (f : n → ℝ) :
    walkerMean g φ f ^ 2 ≤ walkerMean g φ (fun i => f i ^ 2) ∧
    (walkerMean g φ f ^ 2 = walkerMean g φ (fun i => f i ^ 2) ↔
      ∀ i j, φ i ≠ 0 → φ j ≠ 0 → f i = f j) := by
  have hN := population_pos hg hφ h0
  have hv := walkerMean_variance hN.ne' f
  have hterm : ∀ i, 0 ≤ g i * φ i * (f i - walkerMean g φ f) ^ 2 := fun i =>
    mul_nonneg (mul_nonneg (hg i).le (hφ i)) (sq_nonneg _)
  have hnn : 0 ≤ walkerMean g φ (fun i => (f i - walkerMean g φ f) ^ 2) :=
    div_nonneg (Finset.sum_nonneg fun i _ => hterm i) hN.le
  refine ⟨by linarith, fun h i j hi hj => ?_, fun h => ?_⟩
  · -- zero variance forces every occupied configuration onto the mean
    have hz : walkerMean g φ (fun i => (f i - walkerMean g φ f) ^ 2) = 0 := by linarith
    have hs : ∑ i, g i * φ i * (f i - walkerMean g φ f) ^ 2 = 0 :=
      (div_eq_zero_iff.mp hz).resolve_right hN.ne'
    have key : ∀ k, φ k ≠ 0 → f k = walkerMean g φ f := by
      intro k hk
      have h3 := (Finset.sum_eq_zero_iff_of_nonneg (fun i _ => hterm i)).mp hs k
        (Finset.mem_univ k)
      have h4 : (f k - walkerMean g φ f) ^ 2 = 0 :=
        (mul_eq_zero.mp h3).resolve_left (mul_ne_zero (hg k).ne' hk)
      have h5 := (pow_eq_zero_iff two_ne_zero).mp h4
      linarith
    rw [key i hi, key j hj]
  · -- a constant is its own average
    obtain ⟨k, hk⟩ := Function.ne_iff.mp h0
    have hc : ∀ F : n → ℝ, (∀ i, φ i ≠ 0 → F i = F k) → walkerMean g φ F = F k := by
      intro F hF
      rw [walkerMean, div_eq_iff hN.ne', Finset.mul_sum]
      refine Finset.sum_congr rfl fun i _ => ?_
      by_cases hi : φ i = 0
      · simp [hi]
      · rw [hF i hi]; ring
    have a := hc f (fun i hi => h i k hi hk)
    have b : walkerMean g φ (fun i => f i ^ 2) = f k ^ 2 :=
      hc (fun i => f i ^ 2) (fun i hi => by simp only [h i k hi hk])
    rw [a, b]

/-- The residual of any trial vector is orthogonal to the eigenvector `φ`. -/
theorem dot_residual {H : Matrix n n ℝ} {E0 : ℝ} {φ : n → ℝ} (hH : H.IsSymm)
    (hE : H *ᵥ φ = E0 • φ) (ψ : n → ℝ) : φ ⬝ᵥ residual H E0 ψ = 0 := by
  rw [residual, dotProduct_sub, Matrix.dotProduct_mulVec, ← Matrix.mulVec_transpose,
    hH.eq, hE, smul_dotProduct, dotProduct_smul, sub_self]

/-- Importance sampling with guide `g`: the ratio of walker averages of `H ψ / g` and
`ψ / g` is `E0`, and the weight `ψ / g` has mean square at least its squared mean, with
equality exactly when it is constant on the support of `φ`. -/
theorem importance_sampling {H : Matrix n n ℝ} {E0 : ℝ} {g φ ψ : n → ℝ}
    (hH : H.IsSymm) (hE : H *ᵥ φ = E0 • φ) (hφ : ∀ i, 0 ≤ φ i) (hg : ∀ i, 0 < g i)
    (ho : φ ⬝ᵥ ψ ≠ 0) :
    walkerMean g φ (fun i => (H *ᵥ ψ) i / g i) / walkerMean g φ (fun i => ψ i / g i) = E0 ∧
    walkerMean g φ (fun i => ψ i / g i) ^ 2 ≤ walkerMean g φ (fun i => (ψ i / g i) ^ 2) ∧
    (walkerMean g φ (fun i => ψ i / g i) ^ 2 = walkerMean g φ (fun i => (ψ i / g i) ^ 2) ↔
      ∀ i j, φ i ≠ 0 → φ j ≠ 0 → ψ i / g i = ψ j / g j) := by
  have h0 : φ ≠ 0 := fun h => ho (by rw [h, zero_dotProduct])
  have hN := population_pos hg hφ h0
  refine ⟨?_, sq_mean_le_mean_sq hg hφ h0 (fun i => ψ i / g i)⟩
  -- symmetry lets `H` act on `φ`
  have hp : φ ⬝ᵥ (H *ᵥ ψ) = E0 * (φ ⬝ᵥ ψ) := by
    have h := dot_residual hH hE ψ
    rw [residual, dotProduct_sub, dotProduct_smul, smul_eq_mul] at h
    linarith
  rw [walkerMean_div hg φ (H *ᵥ ψ), walkerMean_div hg φ ψ, hp,
    div_div_div_cancel_right₀ hN.ne', mul_div_cancel_right₀ _ ho]

/-- The relative noise of `F / g` has a lower bound independent of the guide, reached
exactly when `|F| / g` is constant on the support of `φ`. -/
theorem relNoise_bound {g φ ψ : n → ℝ} (hφ : ∀ i, 0 ≤ φ i) (hg : ∀ i, 0 < g i)
    (ho : φ ⬝ᵥ ψ ≠ 0) (F : n → ℝ) :
    (φ ⬝ᵥ fun i => |F i|) ^ 2 / (φ ⬝ᵥ ψ) ^ 2 ≤ relNoise g φ ψ F ∧
    ((φ ⬝ᵥ fun i => |F i|) ^ 2 / (φ ⬝ᵥ ψ) ^ 2 = relNoise g φ ψ F ↔
      ∀ i j, φ i ≠ 0 → φ j ≠ 0 → |F i| / g i = |F j| / g j) := by
  have h0 : φ ≠ 0 := fun h => ho (by rw [h, zero_dotProduct])
  have hN := population_pos hg hφ h0
  have hsq : walkerMean g φ (fun i => (|F i| / g i) ^ 2) =
      walkerMean g φ (fun i => (F i / g i) ^ 2) := by
    simp only [div_pow, sq_abs]
  -- the variance inequality for `|F| / g`
  have key := sq_mean_le_mean_sq hg hφ h0 (fun i => |F i| / g i)
  rw [walkerMean_div hg φ (fun i => |F i|), hsq] at key
  have hc : 0 < (φ ⬝ᵥ ψ / ∑ i, g i * φ i) ^ 2 :=
    sq_pos_of_ne_zero (div_ne_zero ho hN.ne')
  have hA : (φ ⬝ᵥ fun i => |F i|) ^ 2 / (φ ⬝ᵥ ψ) ^ 2 =
      ((φ ⬝ᵥ fun i => |F i|) / ∑ i, g i * φ i) ^ 2 / (φ ⬝ᵥ ψ / ∑ i, g i * φ i) ^ 2 := by
    rw [div_pow, div_pow, div_div_div_cancel_right₀ (pow_ne_zero 2 hN.ne')]
  rw [relNoise, walkerMean_div hg φ ψ, hA]
  exact ⟨div_le_div_of_nonneg_right key.1 hc.le, (div_left_inj' hc.ne').trans key.2⟩

/-- For a nowhere vanishing trial vector, no positive guide gives a smaller relative
second moment of the weights than the guide `|ψ|`. -/
theorem abs_trial_guide_optimal {g φ ψ : n → ℝ} (hφ : ∀ i, 0 ≤ φ i) (hg : ∀ i, 0 < g i)
    (ho : φ ⬝ᵥ ψ ≠ 0) (hψ : ∀ i, ψ i ≠ 0) :
    relNoise (fun i => |ψ i|) φ ψ ψ ≤ relNoise g φ ψ ψ := by
  have e := (relNoise_bound (g := fun i => |ψ i|) hφ (fun i => abs_pos.mpr (hψ i)) ho ψ).2.mpr
    (by
      intro i j _ _
      show |ψ i| / |ψ i| = |ψ j| / |ψ j|
      rw [div_self (abs_ne_zero.mpr (hψ i)), div_self (abs_ne_zero.mpr (hψ j))])
  rw [← e]
  exact (relNoise_bound hφ hg ho ψ).1

/-- The sampled residual averages to zero, and its relative noise is bounded below by
a quantity independent of the guide. -/
theorem residual_noise {H : Matrix n n ℝ} {E0 : ℝ} {g φ ψ : n → ℝ}
    (hH : H.IsSymm) (hE : H *ᵥ φ = E0 • φ) (hφ : ∀ i, 0 ≤ φ i) (hg : ∀ i, 0 < g i)
    (ho : φ ⬝ᵥ ψ ≠ 0) :
    walkerMean g φ (fun i => residual H E0 ψ i / g i) = 0 ∧
    (φ ⬝ᵥ fun i => |residual H E0 ψ i|) ^ 2 / (φ ⬝ᵥ ψ) ^ 2 ≤
      relNoise g φ ψ (residual H E0 ψ) := by
  refine ⟨?_, (relNoise_bound hφ hg ho _).1⟩
  rw [walkerMean_div hg φ (residual H E0 ψ), dot_residual hH hE, zero_div]

/-- A two-site hopping Hamiltonian with `φ = (1, 1)`, `E0 = -1`, guide `(1, 2)` and trial
vector `(3, 1)` meets all the hypotheses, and its weights fluctuate. -/
theorem importance_sampling_witness :
    (!![0, -1; -1, 0] : Matrix (Fin 2) (Fin 2) ℝ).IsSymm ∧
    (!![0, -1; -1, 0] : Matrix (Fin 2) (Fin 2) ℝ) *ᵥ ![1, 1] = (-1 : ℝ) • ![1, 1] ∧
    (∀ i, 0 ≤ (![1, 1] : Fin 2 → ℝ) i) ∧ (∀ i, 0 < (![1, 2] : Fin 2 → ℝ) i) ∧
    (![1, 1] : Fin 2 → ℝ) ⬝ᵥ ![3, 1] ≠ 0 ∧
    walkerMean ![1, 2] ![1, 1] (fun i => (![3, 1] : Fin 2 → ℝ) i / ![1, 2] i) ^ 2 <
      walkerMean ![1, 2] ![1, 1] (fun i => ((![3, 1] : Fin 2 → ℝ) i / ![1, 2] i) ^ 2) := by
  refine ⟨Matrix.IsSymm.ext fun i j => ?_, ?_, ?_, ?_, ?_, ?_⟩
  · fin_cases i <;> fin_cases j <;> simp
  · ext i
    fin_cases i <;> simp [Matrix.mulVec, dotProduct, Fin.sum_univ_two]
  · intro i
    fin_cases i <;> norm_num
  · intro i
    fin_cases i <;> norm_num
  · norm_num [dotProduct, Fin.sum_univ_two]
  · norm_num [walkerMean, Fin.sum_univ_two]

end

end ImportanceSampling
```

```lean
#print axioms ImportanceSampling.walkerMean_div
#print axioms ImportanceSampling.importance_sampling
#print axioms ImportanceSampling.abs_trial_guide_optimal
#print axioms ImportanceSampling.residual_noise
```

```
'ImportanceSampling.walkerMean_div' depends on axioms: [propext, Classical.choice, Quot.sound]
'ImportanceSampling.importance_sampling' depends on axioms: [propext, Classical.choice, Quot.sound]
'ImportanceSampling.abs_trial_guide_optimal' depends on axioms: [propext, Classical.choice, Quot.sound]
'ImportanceSampling.residual_noise' depends on axioms: [propext, Classical.choice, Quot.sound]
```

## How the proofs follow the calculation

`population_pos` finds a configuration `k` with $\varphi_k\ne0$ and concludes $N>0$ from one positive term among nonnegative ones. `walkerMean_div` cancels the guide term by term, with `field_simp` using $g_i\ne0$.

`walkerMean_variance` names the mean `m`, records $\sum_i g_i\varphi_i f_i=mN$ as `h1`, and expands the squared deviation as `h2`. Substituting both gives the variance identity.

In `sq_mean_le_mean_sq`, that identity and `hterm`, the nonnegativity of each term, give the inequality. For equality, `Finset.sum_eq_zero_iff_of_nonneg` turns a vanishing sum into vanishing terms, and `key` concludes that $f_k$ is the mean wherever $\varphi_k\ne0$. The converse uses `hc`, which says that a quantity constant on the support averages to that constant, once for $f$ and once for $f^2$.

`dot_residual` is the symmetry step: `Matrix.dotProduct_mulVec` and `Matrix.mulVec_transpose` move the matrix onto `φ`, after which `hH.eq` and `hE` apply. `importance_sampling` rearranges this into $\varphi\cdot H\psi=E_0\,\varphi\cdot\psi$, called `hp`, then cancels $N$ and the overlap.

`relNoise_bound` applies the variance result to $|F|/g$, with `sq_abs` removing the absolute value under the square. Dividing by the positive number in `hc` preserves both the inequality and its equality case. `abs_trial_guide_optimal` uses the equality case for the guide $|\psi|$ and the inequality for any other guide. `residual_noise` combines `dot_residual` with the same bound, and the two-site claims reduce to finite sums and arithmetic.
